# Mean-field in mean-field embedding: a projector commuting with an Aufbau density cuts out a fragment density of least band energy

Let D be the density of a mean-field calculation, a Hermitian idempotent that fills levels of its Fock matrix F from below. Let P project onto the orbital space given to a fragment, and suppose that P commutes with D. Then PD has the least band energy Re tr(FX) among all densities X that live in the fragment space and hold the same number of electrons. If the rest of the density, (1 − P)D, is frozen as an environment, PD is a minimiser in the very Fock matrix that it generates there.

The physical question is whether embedding a fragment in an environment treated by the same method gives back the full calculation. In a finite basis, with idempotent densities and a commuting P, the fragment part of the full solution minimises the band energy of the embedded problem, in the Fock matrix of the full solution and at fixed electron number.

```lean
import Mathlib

open Matrix

namespace MeanFieldEmbedding

variable {n : Type*} [Fintype n]
```

## Densities, fragments and levels

Matrices are complex and indexed by a finite set `n` of orthonormal spin orbitals, so each occupied orbital holds one electron. A density of this kind satisfies

X† = X,  X² = X,

and its trace is the electron number. Fractional occupations are excluded.

```lean
/-- An orthogonal projector: a Hermitian idempotent matrix. -/
structure IsProjector (X : Matrix n n ℂ) : Prop where
  herm : Xᴴ = X
  idem : X * X = X
```

A density belongs to the fragment when its occupied orbitals lie in the range of P:

PX = X.

Many texts write P for the density matrix; here P is the fragment projector and D the density.

```lean
/-- A fragment density: an orthogonal projector whose range lies in the range of `P`. -/
structure IsFragmentDensity (P X : Matrix n n ℂ) : Prop extends IsProjector X where
  supp : P * X = X
```

The full density fills the levels correctly when F and D commute and a level μ separates occupied from virtual vectors. For every vector x,

Dx = x implies Re x†Fx ≤ μ x†x,
Dx = 0 implies Re x†Fx ≥ μ x†x.

On unit vectors these say that the real part of the expectation value is at most μ or at least μ. The number μ stands for a Fermi level: for Hermitian F, when there are both occupied and virtual levels, it lies anywhere from the highest occupied to the lowest virtual one, and the two may coincide. The name `Aufbau` covers the commutation as well as the ordering. In Lean, `star x ⬝ᵥ F *ᵥ x` is x†Fx.

```lean
/-- `F` commutes with `D`, and the real parts of its expectation values are at most `μ` on
normalised occupied vectors (`D x = x`) and at least `μ` on normalised virtual vectors (`D x = 0`).
-/
structure Aufbau (F D : Matrix n n ℂ) (μ : ℝ) : Prop where
  comm : F * D = D * F
  occ : ∀ x : n → ℂ, D *ᵥ x = x → (star x ⬝ᵥ F *ᵥ x).re ≤ μ * (star x ⬝ᵥ x).re
  virt : ∀ x : n → ℂ, D *ᵥ x = 0 → μ * (star x ⬝ᵥ x).re ≤ (star x ⬝ᵥ F *ᵥ x).re
```

The band energy is the sum of the occupied orbital energies when X is built from eigenvectors of a Hermitian F:

E_band(X) = Re tr(FX).

It is not the total mean-field energy, which also corrects for double-counted interactions.

```lean
/-- The band energy of the density `X` in the Fock matrix `F`: the real part of `tr (F X)`. -/
def bandEnergy (F X : Matrix n n ℂ) : ℝ := (trace (F * X)).re
```

In an environment density D_env, the fragment feels the Fock matrix of the total density,

F_emb(X) = fock(X + D_env).

The map `fock` is an arbitrary function from matrices to matrices, so Hartree–Fock and Kohn–Sham maps in a finite basis are both allowed.

```lean
/-- The Fock matrix felt by a fragment density `X` in a frozen environment density `Denv`:
the Fock map evaluated at the total density. -/
def embeddedFock (fock : Matrix n n ℂ → Matrix n n ℂ) (Denv X : Matrix n n ℂ) :
    Matrix n n ℂ := fock (X + Denv)
```

Taking the real part loses nothing when F and X are Hermitian, because

tr(FX)* = tr((FX)†) = tr(XF) = tr(FX).

```lean
/-- For Hermitian `F` and `X` the trace `tr (F X)` is real and equals the band energy. -/
theorem trace_eq_bandEnergy {F X : Matrix n n ℂ} (hF : Fᴴ = F) (hX : Xᴴ = X) :
    trace (F * X) = (bandEnergy F X : ℂ) := by
  have h : star (trace (F * X)) = trace (F * X) := by
    rw [← trace_conjTranspose, conjTranspose_mul, hF, hX, trace_mul_comm]
  exact (Complex.conj_eq_iff_re.mp h).symm
```

The minimum theorem itself does not assume that F is Hermitian; its inequalities concern real parts.

## From expectation values to traces

The level bounds speak of single vectors, while the band energy is a trace. Let a_i be column i of a matrix A. By cyclicity,

tr(F A A†) = tr(A† F A) = Σ_i a_i† F a_i.

```lean
/-- The trace of `F` against `A A†` is the sum of `a† F a` over the columns `a` of `A`, which need
not be normalised. -/
theorem trace_sandwich (F A : Matrix n n ℂ) :
    trace (F * (A * Aᴴ)) = ∑ i, star (fun k => A k i) ⬝ᵥ F *ᵥ (fun k => A k i) := by
  rw [← Matrix.mul_assoc, trace_mul_comm]
  simp only [Matrix.trace, Matrix.diag_apply, Matrix.mul_apply, Matrix.conjTranspose_apply,
    dotProduct, Matrix.mulVec, Pi.star_apply]
```

Without F, the same computation gives

tr(A A†) = Σ_i a_i† a_i.

```lean
private theorem trace_columns (A : Matrix n n ℂ) :
    trace (A * Aᴴ) = ∑ i, star (fun k => A k i) ⬝ᵥ (fun k => A k i) := by
  rw [trace_mul_comm]
  simp only [Matrix.trace, Matrix.diag_apply, Matrix.mul_apply, Matrix.conjTranspose_apply,
    dotProduct, Pi.star_apply]
```

Now let E be a projector that commutes with F, with Re x†Fx ≤ μ x†x on its range, and let R be any projector. Put A = ER. Then

A A† = E R R E = E R E,

and every column of A lies in the range of E, since EA = A. Summing the bound over the columns gives

Re tr(F E R E) ≤ μ Re tr(E R E).

The last E can be absorbed on both sides:

tr(E R E) = tr(E E R) = tr(E R),
tr(F E R E) = tr(E F E R) = tr(F E E R) = tr(F E R).

Hence

Re tr(F E R) ≤ μ Re tr(E R).

```lean
/-- If `F` commutes with the projector `E` and has expectation values at most `μ` on normalised
vectors in its range, the part `E R` of a projector `R` has band energy at most `μ tr (E R)`,
real parts being taken. -/
theorem block_energy_le {F E R : Matrix n n ℂ} {μ : ℝ} (hc : F * E = E * F)
    (hE : IsProjector E) (hR : IsProjector R)
    (hb : ∀ x : n → ℂ, E *ᵥ x = x → (star x ⬝ᵥ F *ᵥ x).re ≤ μ * (star x ⬝ᵥ x).re) :
    bandEnergy F (E * R) ≤ μ * (trace (E * R)).re := by
  have hA : (E * R) * (E * R)ᴴ = E * R * E := by
    rw [conjTranspose_mul, hE.herm, hR.herm, ← Matrix.mul_assoc, Matrix.mul_assoc E R R,
      hR.idem]
  have hEA : E * (E * R) = E * R := by rw [← Matrix.mul_assoc, hE.idem]
  -- sum the bound over the columns of `E R`
  have hs : (trace (F * (E * R * E))).re ≤ μ * (trace (E * R * E)).re := by
    rw [← hA, trace_sandwich, trace_columns, Complex.re_sum, Complex.re_sum, Finset.mul_sum]
    exact Finset.sum_le_sum fun i _ => hb _ (funext fun k => congrFun (congrFun hEA k) i)
  -- the right-hand projector is absorbed under the trace
  have t1 : trace (E * R * E) = trace (E * R) := by rw [trace_mul_comm, hEA]
  have t2 : trace (F * (E * R * E)) = trace (F * (E * R)) := by
    rw [← Matrix.mul_assoc, trace_mul_comm, ← Matrix.mul_assoc, ← hc, Matrix.mul_assoc, hEA]
  rwa [t1, t2] at hs
```

In the code, `hA` is the formula for A A†, `hs` is the summed bound, and `t1` and `t2` are the two absorptions. Only `t2` needs F to commute with E.

## The minimum in the fragment space

The condition PD = DP means that the occupied space splits into orbitals inside the fragment space and orbitals orthogonal to it. It holds, for example, if P removes a chosen set of occupied environment orbitals and keeps everything else. A fragment defined by a set of atomic orbitals generally violates it when bonds cross the boundary.

First, PD is a fragment density:

(PD)† = DP = PD,
(PD)(PD) = P²D² = PD,
P(PD) = PD.

Let X be another fragment density with tr X = tr(PD). Taking the adjoint of PX = X gives XP = X, so P − X is a projector:

(P − X)² = P − PX − XP + X = P − X.

The preceding bound, with E = D and R = P − X, applies to the occupied weight that X leaves empty:

Re tr(F D(P − X)) ≤ μ Re tr(D(P − X)).

For the virtual weight that X fills, the same bound is used with −F, −μ, E = 1 − D and R = X. After the signs are reversed it reads

Re tr(F(1 − D)X) ≥ μ Re tr((1 − D)X).

Subtract the second inequality from the first. The terms with DX cancel, leaving

Re tr(FDP) − Re tr(FX) ≤ μ (Re tr(DP) − Re tr X) = 0.

Since DP = PD, this is E_band(PD) ≤ E_band(X).

```lean
variable [DecidableEq n]

/-- If the projectors `P` and `D` commute and `D` obeys the Aufbau condition for `F`, then `P D`
is a fragment density, and it has the least band energy among fragment densities of its trace. -/
theorem fragment_density_minimises {F D P : Matrix n n ℂ} {μ : ℝ} (h : Aufbau F D μ)
    (hD : IsProjector D) (hP : IsProjector P) (hPD : P * D = D * P) :
    IsFragmentDensity P (P * D) ∧ ∀ X, IsFragmentDensity P X → trace X = trace (P * D) →
      bandEnergy F (P * D) ≤ bandEnergy F X := by
  refine ⟨⟨⟨?_, ?_⟩, ?_⟩, fun X hX htr => ?_⟩
  · rw [conjTranspose_mul, hD.herm, hP.herm, hPD]
  · calc P * D * (P * D) = P * (D * P) * D := by simp only [Matrix.mul_assoc]
      _ = (P * P) * (D * D) := by rw [← hPD]; simp only [Matrix.mul_assoc]
      _ = P * D := by rw [hP.idem, hD.idem]
  · rw [← Matrix.mul_assoc, hP.idem]
  have hXP : X * P = X := by
    have := congrArg conjTranspose hX.supp
    rwa [conjTranspose_mul, hX.herm, hP.herm] at this
  -- the unoccupied part of the fragment space is again a projector
  have hR : IsProjector (P - X) := by
    refine ⟨by rw [conjTranspose_sub, hP.herm, hX.herm], ?_⟩
    rw [mul_sub, sub_mul, sub_mul, hP.idem, hX.supp, hXP, hX.idem]
    abel
  have hQ : IsProjector (1 - D) := by
    refine ⟨by rw [conjTranspose_sub, conjTranspose_one, hD.herm], ?_⟩
    rw [mul_sub, mul_one, sub_mul, one_mul, hD.idem, sub_self, sub_zero]
  have o := block_energy_le h.comm hD hR h.occ
  -- the virtual bound is the occupied bound for `-F`
  have v : bandEnergy (-F) ((1 - D) * X) ≤ -μ * (trace ((1 - D) * X)).re := by
    refine block_energy_le ?_ hQ hX.toIsProjector fun x hx => ?_
    · rw [neg_mul, mul_neg, mul_sub, sub_mul, mul_one, one_mul, h.comm]
    · rw [Matrix.sub_mulVec, Matrix.one_mulVec] at hx
      have := h.virt x (sub_eq_self.mp hx)
      rw [Matrix.neg_mulVec, dotProduct_neg, Complex.neg_re]
      linarith
  have ht := congrArg Complex.re htr
  rw [hPD] at ht ⊢
  simp only [bandEnergy, neg_mul, mul_sub, sub_mul, one_mul, trace_sub, trace_neg,
    Complex.sub_re, Complex.neg_re] at o v ⊢
  rw [ht] at v
  linarith
```

The first three bullets establish that PD is a fragment density. `hR` and `hQ` say that P − X and 1 − D are projectors, `o` and `v` are the occupied and virtual inequalities, and `ht` is the real part of the equal-trace condition. After the traces are expanded, `linarith` carries out the subtraction. The theorem gives a minimiser, not a unique one: if F is a multiple of the identity, all competitors tie.

## The embedded problem

Freeze the environment at (1 − P)D. Adding the fragment density restores the full one:

PD + (1 − P)D = D.

Therefore

F_emb(PD) = fock(D),

and the previous result applies with F = fock(D). The theorem compares every X in this one fixed Fock matrix; the matrix isn't rebuilt for each competitor.

```lean
/-- Mean-field in mean-field embedding: let `D` obey the Aufbau condition for its own Fock matrix
and commute with the projector `P`, `D` being a projector. With the environment frozen at
`(1 - P) D`, the density `P D` has the least band energy, among fragment densities of its trace,
in the embedded Fock matrix that it generates itself. -/
theorem embedding_self_consistent (fock : Matrix n n ℂ → Matrix n n ℂ)
    {D P : Matrix n n ℂ} {μ : ℝ} (h : Aufbau (fock D) D μ)
    (hD : IsProjector D) (hP : IsProjector P) (hPD : P * D = D * P)
    (X : Matrix n n ℂ) (hX : IsFragmentDensity P X) (htr : trace X = trace (P * D)) :
    bandEnergy (embeddedFock fock ((1 - P) * D) (P * D)) (P * D)
      ≤ bandEnergy (embeddedFock fock ((1 - P) * D) (P * D)) X := by
  -- fragment and environment add up to the full density
  have e : P * D + (1 - P) * D = D := by rw [sub_mul, one_mul]; abel
  rw [embeddedFock, e]
  exact (fragment_density_minimises h hD hP hPD).2 X hX htr
```

The equation `e` is the restoration of D. The word "self-consistent" in the theorem's name means that PD generates the Fock matrix in which it is a band-energy minimiser. Whether a self-consistent procedure started elsewhere arrives at PD is a separate question, as is whether PD minimises the total energy.

## Three orbitals with coupling across the boundary

The assumptions leave room for a Fock matrix that couples fragment and environment. Number the orbitals 0, 1, 2 as Lean does. Orbitals 0 and 1 are coupled with strength 1, and orbital 2 has energy 2:

F₀₁ = F₁₀ = 1,  F₂₂ = 2,  all other entries zero.

```lean
/-- A Fock matrix on three orbitals that couples the first two. -/
def exFock : Matrix (Fin 3) (Fin 3) ℂ := !![0, 1, 0; 1, 0, 0; 0, 0, 2]
```

The density fills the space of orbitals 0 and 1, whose levels are −1 and 1:

D = diag(1, 1, 0).

```lean
/-- The density that occupies the first two orbitals. -/
def exDensity : Matrix (Fin 3) (Fin 3) ℂ := !![1, 0, 0; 0, 1, 0; 0, 0, 0]
```

The fragment space contains orbitals 0 and 2:

P = diag(1, 0, 1).

```lean
/-- The projector on the fragment made of the first and third orbitals. -/
def exFragment : Matrix (Fin 3) (Fin 3) ℂ := !![1, 0, 0; 0, 0, 0; 0, 0, 1]
```

Take μ = 1. An occupied vector has x₂ = 0, and

x†Fx = 2 Re(x₀* x₁) ≤ |x₀|² + |x₁|²,

because |x₀ − x₁|² ≥ 0. A virtual vector has x₀ = x₁ = 0, and

x†Fx = 2|x₂|² ≥ |x₂|².

The diagonal matrices P and D commute, and F commutes with D because it doesn't mix orbital 2 with the others. But F and P do not commute:

(FP)₀₁ = 0,  (PF)₀₁ = 1.

```lean
/-- The three-orbital matrices meet the Aufbau condition with `μ = 1` and the projector and
commutation conditions, while the Fock matrix does not commute with the fragment projector. -/
theorem embedding_witness :
    Aufbau exFock exDensity 1 ∧ IsProjector exDensity ∧ IsProjector exFragment ∧
      exFragment * exDensity = exDensity * exFragment ∧
      exFock * exFragment ≠ exFragment * exFock := by
  refine ⟨⟨?_, fun x hx => ?_, fun x hx => ?_⟩, ⟨?_, ?_⟩, ⟨?_, ?_⟩, ?_, fun h => ?_⟩
  pick_goal 2
  · have h2 : x 2 = 0 := by
      have := (congrFun hx 2).symm
      simpa [exDensity, Matrix.mulVec, dotProduct, Fin.sum_univ_three] using this
    simp [exFock, Matrix.mulVec, dotProduct, Fin.sum_univ_three, h2]
    nlinarith [sq_nonneg ((x 0).re - (x 1).re), sq_nonneg ((x 0).im - (x 1).im)]
  pick_goal 2
  · have h0 : x 0 = 0 := by
      have := congrFun hx 0
      simpa [exDensity, Matrix.mulVec, dotProduct, Fin.sum_univ_three] using this
    have h1 : x 1 = 0 := by
      have := congrFun hx 1
      simpa [exDensity, Matrix.mulVec, dotProduct, Fin.sum_univ_three] using this
    simp [exFock, Matrix.mulVec, dotProduct, Fin.sum_univ_three, h0, h1]
    nlinarith [sq_nonneg (x 2).re, sq_nonneg (x 2).im]
  pick_goal 7
  · have := congrFun (congrFun h 0) 1
    simp [exFock, exFragment, Matrix.mul_apply, Fin.sum_univ_three] at this
  -- the remaining matrix identities hold entry by entry
  all_goals
    ext i j
    fin_cases i <;> fin_cases j <;>
      simp [exFock, exDensity, exFragment, Matrix.mul_apply, Fin.sum_univ_succ]

end MeanFieldEmbedding
```

The two `nlinarith` calls prove the level bounds from squares of real and imaginary parts. The entry (0, 1) refutes commutation of F and P, and the other matrix identities are checked entry by entry.

```lean
#print axioms MeanFieldEmbedding.trace_eq_bandEnergy
-- 'MeanFieldEmbedding.trace_eq_bandEnergy' depends on axioms: [propext, Classical.choice, Quot.sound]
#print axioms MeanFieldEmbedding.embedding_self_consistent
-- 'MeanFieldEmbedding.embedding_self_consistent' depends on axioms: [propext, Classical.choice, Quot.sound]
```
